# Hartmann–Hahn mismatch prevents complete αβ → βα transfer in a flip-flop coupled spin pair

## How much does a mismatch cost?

Take two spins ½ with spin-lock frequencies $\omega_1$ and $\omega_2$, in angular units with $\hbar=1$. Let $\alpha$ and $\beta$ be the states of each spin along and against its own spin-lock axis, which I call $z$. The spins exchange polarization through a flip-flop coupling of strength $d$. Write $D=\omega_1-\omega_2$ for the mismatch and $W=\sqrt{D^2+d^2}$, with $W>0$.

I know the claim that $\alpha\beta$ turns into $\beta\alpha$ with probability $(d/W)^2\sin^2(Wt/2)$, so that complete transfer requires $D=0$. Usually I see it start from a two-level Hamiltonian that is simply written down. Can it be derived from the two-spin Hamiltonian, with the true matrix exponential as propagator, and checked by Lean?

## Yes: αβ and βα form a closed two-level system

### From two spins to one effective spin

With the Pauli matrices $\sigma_x,\sigma_y,\sigma_z$, the Hamiltonian is

$$H=\tfrac{\omega_1}{2}\,\sigma_z\otimes 1+\tfrac{\omega_2}{2}\,1\otimes\sigma_z+\tfrac d4(\sigma_x\otimes\sigma_x+\sigma_y\otimes\sigma_y).$$

Both $\sigma_x\otimes\sigma_x$ and $\sigma_y\otimes\sigma_y$ exchange $\alpha\beta$ and $\beta\alpha$ with coefficient $1$, the latter because $i\cdot(-i)=1$. Therefore

$$H\,\alpha\beta=\tfrac D2\,\alpha\beta+\tfrac d2\,\beta\alpha,\qquad H\,\beta\alpha=\tfrac d2\,\alpha\beta-\tfrac D2\,\beta\alpha.$$

The zero-quantum space spanned by these two states is invariant. In the basis $0=\alpha\beta$, $1=\beta\alpha$, the Hamiltonian there is $h=\tfrac12(D\sigma_z+d\sigma_x)$.

### The propagator and the transfer probability

Since $\sigma_x$ and $\sigma_z$ anticommute and square to $1$, we have $h^2=W^2/4$. The matrices $P_\pm=\tfrac12\pm h/W$ are then the projectors on the levels $\pm W/2$: they satisfy $hP_\pm=\pm\tfrac W2P_\pm$ and $P_++P_-=1$. The propagator $U=e^{-iht}$ is

$$U=e^{-iWt/2}P_++e^{iWt/2}P_-=\cos\tfrac{Wt}{2}-\tfrac{2i}{W}\sin\tfrac{Wt}{2}\,h.$$

Its first column is

$$U_{00}=\cos\tfrac{Wt}{2}-i\tfrac DW\sin\tfrac{Wt}{2},\qquad U_{10}=-i\tfrac dW\sin\tfrac{Wt}{2}.$$

The squared modulus of $U_{10}$ is the transfer probability. Its maximum over time is $d^2/W^2=1-D^2/W^2$, which equals $1$ exactly when $D=0$.

### Complete transfer as an inversion

In the zero-quantum space, $\sigma_z$ represents $\tfrac12(\sigma_z\otimes 1-1\otimes\sigma_z)$, half the difference between the polarizations of the two spins. Complete transfer reverses it: $U\sigma_zU^{-1}=-\sigma_z$, or $U\sigma_z=-\sigma_zU$. The $00$ entry of this equation reads $U_{00}=-U_{00}$, so $U_{00}=0$. Its real part gives $\cos(Wt/2)=0$; then $\sin(Wt/2)\neq0$, and the imaginary part gives $D=0$.

Conversely, let $D=0$ and $t=\pi/W$. The cosine vanishes and $U=-i(d/W)\sigma_x$, with $W=|d|$. This anticommutes with $\sigma_z$, so the inversion takes place.

### The Lean file

```lean
import Mathlib

open Matrix
open scoped Kronecker

namespace HartmannHahn

noncomputable section

/-- The Pauli matrix `σ_x`. -/
def sx : Matrix (Fin 2) (Fin 2) ℂ := !![0, 1; 1, 0]

/-- The Pauli matrix `σ_y`. -/
def sy : Matrix (Fin 2) (Fin 2) ℂ := !![0, -Complex.I; Complex.I, 0]

/-- The Pauli matrix `σ_z`. -/
def sz : Matrix (Fin 2) (Fin 2) ℂ := !![1, 0; 0, -1]

/-- Two spins with spin-lock frequencies `ω₁`, `ω₂` and a flip-flop coupling `d`. -/
def twoSpin (ω₁ ω₂ d : ℝ) : Matrix (Fin 2 × Fin 2) (Fin 2 × Fin 2) ℂ :=
  (ω₁ / 2 : ℂ) • (sz ⊗ₖ (1 : Matrix (Fin 2) (Fin 2) ℂ)) +
    (ω₂ / 2 : ℂ) • ((1 : Matrix (Fin 2) (Fin 2) ℂ) ⊗ₖ sz) +
    (d / 4 : ℂ) • (sx ⊗ₖ sx + sy ⊗ₖ sy)

/-- The two-level Hamiltonian `(D σ_z + d σ_x) / 2` with mismatch `D` and coupling `d`. -/
def ham (D d : ℝ) : Matrix (Fin 2) (Fin 2) ℂ :=
  (1 / 2 : ℂ) • ((D : ℂ) • sz + (d : ℂ) • sx)

/-- The effective frequency `W = √(D² + d²)`. -/
def freq (D d : ℝ) : ℝ := √(D ^ 2 + d ^ 2)

/-- The propagator `exp(-iHt)`. -/
def prop {n : Type*} [Fintype n] [DecidableEq n] (H : Matrix n n ℂ) (t : ℝ) : Matrix n n ℂ :=
  NormedSpace.exp ((-(Complex.I * t)) • H)

/-- The embedding of the zero-quantum space: its two basis vectors go to `αβ` and `βα`. -/
def zq : Matrix (Fin 2 × Fin 2) (Fin 2) ℂ :=
  Matrix.of fun p k => if p.1 ≠ p.2 ∧ p.1 = k then 1 else 0

/-- The exponential series of a complex square matrix converges to its exponential. -/
theorem exp_hasSum {n : Type*} [Fintype n] [DecidableEq n] (A : Matrix n n ℂ) :
    HasSum (fun k : ℕ => ((k.factorial : ℂ)⁻¹) • A ^ k) (NormedSpace.exp A) := by
  let : NormedRing (Matrix n n ℂ) := Matrix.linftyOpNormedRing
  let : NormedAlgebra ℂ (Matrix n n ℂ) := Matrix.linftyOpNormedAlgebra
  exact NormedSpace.exp_series_hasSum_exp' A

/-- If `V` intertwines two Hamiltonians, it intertwines their propagators. -/
theorem prop_intertwine {m n : Type*} [Fintype m] [DecidableEq m] [Fintype n] [DecidableEq n]
    {A : Matrix m m ℂ} {B : Matrix n n ℂ} {V : Matrix m n ℂ} (h : A * V = V * B) (t : ℝ) :
    prop A t * V = V * prop B t := by
  unfold prop
  set z : ℂ := -(Complex.I * t)
  have hz : (z • A) * V = V * (z • B) := by rw [Matrix.smul_mul, h, Matrix.mul_smul]
  -- the relation passes to every power, hence to the series
  have hp : ∀ k : ℕ, (z • A) ^ k * V = V * (z • B) ^ k := by
    intro k
    induction k with
    | zero => simp
    | succ k ih =>
      rw [pow_succ, Matrix.mul_assoc, hz, ← Matrix.mul_assoc, ih, Matrix.mul_assoc, ← pow_succ]
  have hA := (exp_hasSum (z • A)).map
    (AddMonoidHom.mk' (fun X : Matrix m m ℂ => X * V) (fun _ _ => Matrix.add_mul _ _ _))
    (continuous_id.matrix_mul continuous_const)
  have hB := (exp_hasSum (z • B)).map
    (AddMonoidHom.mk' (fun X : Matrix n n ℂ => V * X) (fun _ _ => Matrix.mul_add _ _ _))
    (continuous_const.matrix_mul continuous_id)
  refine hA.unique ?_
  convert hB using 1
  · funext k
    simp [Matrix.smul_mul, Matrix.mul_smul, hp]
  · rfl

/-- For a complex number `c`, the propagator of the 2 × 2 matrix `c • 1` is `exp(-ict)` times the
identity. -/
theorem prop_scalar (c : ℂ) (t : ℝ) : prop (c • (1 : Matrix (Fin 2) (Fin 2) ℂ)) t =
    Complex.exp (-(Complex.I * t) * c) • (1 : Matrix (Fin 2) (Fin 2) ℂ) := by
  have h : HasSum (fun k : ℕ => ((k.factorial : ℂ)⁻¹) • (-(Complex.I * t) * c) ^ k)
      (Complex.exp (-(Complex.I * t) * c)) := by
    rw [Complex.exp_eq_exp_ℂ]
    exact NormedSpace.exp_series_hasSum_exp' _
  rw [prop, smul_smul]
  refine (exp_hasSum _).unique ?_
  simpa only [smul_pow, one_pow, smul_assoc] using
    h.smul_const (1 : Matrix (Fin 2) (Fin 2) ℂ)

/-- For `W > 0` the two-level propagator is `cos(Wt/2) - i (2/W) sin(Wt/2) H`. -/
theorem prop_ham (D d t : ℝ) (hW : 0 < freq D d) : prop (ham D d) t =
    ((Real.cos (freq D d * t / 2) : ℝ) : ℂ) • (1 : Matrix (Fin 2) (Fin 2) ℂ) -
      (Complex.I * ((2 / freq D d * Real.sin (freq D d * t / 2) : ℝ) : ℂ)) • ham D d := by
  have hW0 : (freq D d : ℂ) ≠ 0 := by exact_mod_cast hW.ne'
  have h2 : (freq D d : ℂ) ^ 2 = (D : ℂ) ^ 2 + (d : ℂ) ^ 2 := by
    exact_mod_cast Real.sq_sqrt (by positivity : 0 ≤ D ^ 2 + d ^ 2)
  -- the square of the Hamiltonian is a number
  have hsq : ham D d * ham D d = ((freq D d : ℂ) ^ 2 / 4) • (1 : Matrix (Fin 2) (Fin 2) ℂ) := by
    rw [h2]
    ext i j
    fin_cases i <;> fin_cases j <;>
      simp [ham, sx, sz, Matrix.mul_apply, Fin.sum_univ_two] <;> ring
  -- W/2 + H and W/2 - H are W times the projectors on the levels of energy W/2 and -W/2
  have hp := prop_intertwine (A := ham D d) (B := (freq D d / 2 : ℂ) • 1)
    (V := (freq D d / 2 : ℂ) • 1 + ham D d) (by
      rw [mul_add, hsq, Matrix.mul_smul, mul_one, Matrix.mul_smul, mul_one]; module) t
  have hm := prop_intertwine (A := ham D d) (B := (-(freq D d / 2) : ℂ) • 1)
    (V := (freq D d / 2 : ℂ) • 1 - ham D d) (by
      rw [mul_sub, hsq, Matrix.mul_smul, mul_one, Matrix.mul_smul, mul_one]; module) t
  set θ : ℂ := ((freq D d * t / 2 : ℝ) : ℂ) with hθ
  have e1 : Complex.exp (-(Complex.I * t) * (freq D d / 2)) =
      Complex.cos θ - Complex.sin θ * Complex.I := by
    rw [show -(Complex.I * t) * (freq D d / 2) = (-θ) * Complex.I by rw [hθ]; push_cast; ring,
      Complex.exp_mul_I, Complex.cos_neg, Complex.sin_neg]
    ring
  have e2 : Complex.exp (-(Complex.I * t) * (-(freq D d / 2))) =
      Complex.cos θ + Complex.sin θ * Complex.I := by
    rw [show -(Complex.I * t) * (-(freq D d / 2)) = θ * Complex.I by rw [hθ]; push_cast; ring,
      Complex.exp_mul_I]
  rw [prop_scalar, e1, Matrix.mul_smul, mul_one, mul_add, Matrix.mul_smul, mul_one] at hp
  rw [prop_scalar, e2, Matrix.mul_smul, mul_one, mul_sub, Matrix.mul_smul, mul_one] at hm
  have hU : (freq D d : ℂ) • prop (ham D d) t =
      (freq D d : ℂ) • (Complex.cos θ • (1 : Matrix (Fin 2) (Fin 2) ℂ)) -
        (2 * Complex.I * Complex.sin θ) • ham D d := by
    linear_combination (norm := module) hp + hm
  rw [← inv_smul_smul₀ hW0 (prop (ham D d) t), hU, smul_sub, inv_smul_smul₀ hW0, smul_smul, hθ]
  push_cast
  module

/-- The two-spin Hamiltonian acts on the zero-quantum space as the two-level Hamiltonian whose
mismatch is `ω₁ - ω₂`. -/
theorem twoSpin_zq (ω₁ ω₂ d : ℝ) : twoSpin ω₁ ω₂ d * zq = zq * ham (ω₁ - ω₂) d := by
  ext ⟨a, b⟩ k
  fin_cases a <;> fin_cases b <;> fin_cases k <;>
    simp [twoSpin, ham, sx, sy, sz, zq, Matrix.mul_apply, Fintype.sum_prod_type,
      Fin.sum_univ_two, Matrix.one_apply] <;> ring

/-- Hartmann-Hahn transfer with mismatch `D = ω₁ - ω₂`: for `W > 0` the probability of passing
from `αβ` to `βα` in time `t` is `(d/W)² sin²(Wt/2)`. -/
theorem transfer_probability (ω₁ ω₂ d t : ℝ) (hW : 0 < freq (ω₁ - ω₂) d) :
    ‖prop (twoSpin ω₁ ω₂ d) t (1, 0) (0, 1)‖ ^ 2 =
      (d / freq (ω₁ - ω₂) d) ^ 2 * Real.sin (freq (ω₁ - ω₂) d * t / 2) ^ 2 := by
  have h := congrFun (congrFun (prop_intertwine (twoSpin_zq ω₁ ω₂ d) t) (1, 0)) 0
  have h1 : prop (twoSpin ω₁ ω₂ d) t (1, 0) (0, 1) = prop (ham (ω₁ - ω₂) d) t 1 0 := by
    simpa [zq, Matrix.mul_apply, Fintype.sum_prod_type, Fin.sum_univ_two] using h
  have h2 : prop (ham (ω₁ - ω₂) d) t 1 0 = ((-(d / freq (ω₁ - ω₂) d *
      Real.sin (freq (ω₁ - ω₂) d * t / 2)) : ℝ) : ℂ) * Complex.I := by
    rw [prop_ham _ _ _ hW]
    simp [ham, sx, sz]
    ring
  rw [h1, h2, norm_mul, Complex.norm_I, mul_one, Complex.norm_real, Real.norm_eq_abs, sq_abs]
  ring

/-- For `W > 0`, the two-level evolution turns `σ_z` into `-σ_z` at some time if and only if the
mismatch `D` vanishes. -/
theorem complete_inversion_iff (D d : ℝ) (hW : 0 < freq D d) :
    (∃ t : ℝ, prop (ham D d) t * sz * prop (ham D d) (-t) = -sz) ↔ D = 0 := by
  have hinv : ∀ t : ℝ, prop (ham D d) t * prop (ham D d) (-t) = 1 := by
    intro t
    unfold prop
    rw [← Matrix.exp_add_of_commute _ _ (((Commute.refl _).smul_left _).smul_right _), ← add_smul]
    simp
  constructor
  · rintro ⟨t, ht⟩
    have hU : prop (ham D d) t * sz = -(sz * prop (ham D d) t) := by
      rw [← neg_mul, ← ht, mul_assoc _ (prop _ (-t)), mul_eq_one_comm.mp (hinv t), mul_one]
    -- complete inversion leaves no amplitude in the initial state
    have h := congrFun (congrFun hU 0) 0
    have hl : (prop (ham D d) t * sz) 0 0 = prop (ham D d) t 0 0 := by
      simp [sz, Matrix.mul_apply, Fin.sum_univ_two]
    have hr : (-(sz * prop (ham D d) t)) 0 0 = -(prop (ham D d) t 0 0) := by
      rw [Matrix.neg_apply, Matrix.mul_apply, Fin.sum_univ_two]
      simp [sz]
    rw [hl, hr] at h
    have h0 : prop (ham D d) t 0 0 = 0 := by linear_combination (1 / 2 : ℂ) * h
    have h2 : prop (ham D d) t 0 0 = Complex.mk (Real.cos (freq D d * t / 2))
        (-(D / freq D d * Real.sin (freq D d * t / 2))) := by
      rw [prop_ham _ _ _ hW, Complex.mk_eq_add_mul_I]
      simp [ham, sx, sz]
      ring
    rw [h2] at h0
    have hc : Real.cos (freq D d * t / 2) = 0 := congrArg Complex.re h0
    have hs : -(D / freq D d * Real.sin (freq D d * t / 2)) = 0 := congrArg Complex.im h0
    have hs0 : Real.sin (freq D d * t / 2) ≠ 0 := by
      intro h3
      have h4 := Real.sin_sq_add_cos_sq (freq D d * t / 2)
      rw [h3, hc] at h4
      norm_num at h4
    have h5 := (mul_eq_zero.mp (neg_eq_zero.mp hs)).resolve_right hs0
    exact (div_eq_zero_iff.mp h5).resolve_right hW.ne'
  · rintro rfl
    refine ⟨Real.pi / freq 0 d, ?_⟩
    have hcos : Real.cos (freq 0 d * (Real.pi / freq 0 d) / 2) = 0 := by
      rw [mul_div_cancel₀ _ hW.ne', Real.cos_pi_div_two]
    -- at match the Hamiltonian anticommutes with σ_z
    have ha : ham 0 d * sz = -(sz * ham 0 d) := by
      ext i j
      fin_cases i <;> fin_cases j <;>
        simp [ham, sx, sz, Matrix.mul_apply, Fin.sum_univ_two]
    have hu : prop (ham 0 d) (Real.pi / freq 0 d) * sz =
        -(sz * prop (ham 0 d) (Real.pi / freq 0 d)) := by
      rw [prop_ham _ _ _ hW, hcos, Complex.ofReal_zero, zero_smul, zero_sub, neg_mul,
        mul_neg, Matrix.smul_mul, Matrix.mul_smul, ha, smul_neg]
    rw [hu, neg_mul, mul_assoc, hinv, mul_one]

end

end HartmannHahn
```

```lean
#print axioms HartmannHahn.transfer_probability
-- 'HartmannHahn.transfer_probability' depends on axioms: [propext, Classical.choice, Quot.sound]
#print axioms HartmannHahn.complete_inversion_iff
-- 'HartmannHahn.complete_inversion_iff' depends on axioms: [propext, Classical.choice, Quot.sound]
```

### What the two main theorems say

`twoSpin ω₁ ω₂ d` is the Hamiltonian $H$ above, built from Kronecker products. Its rows and columns are labelled by pairs, one label per spin, with `0` for $\alpha$ and `1` for $\beta$. `ham D d` is the effective Hamiltonian $h$, `freq D d` is $W$, and `prop H t` is the matrix exponential of $-iHt$.

`transfer_probability` says that for all real $\omega_1,\omega_2,d,t$ with $W>0$, the squared modulus of the entry in row `(1, 0)` and column `(0, 1)` of the two-spin propagator is $(d/W)^2\sin^2(Wt/2)$. A column is an initial state and a row a final one, so this is the probability of passing from $\alpha\beta$ to $\beta\alpha$.

`complete_inversion_iff` concerns the effective two-level system. For $W>0$, some real time $t$ satisfies $U(t)\,\sigma_z\,U(-t)=-\sigma_z$ if and only if $D=0$. It is phrased with the operator $\sigma_z$, whereas the question speaks of a probability equal to $1$. The two conditions agree, because $|U_{00}|^2+|U_{10}|^2=1$ and inversion means $U_{00}=0$.

The hypothesis $W>0$ excludes only matched spins without coupling. Their effective Hamiltonian is zero, so nothing is ever inverted although $D=0$.

The flip-flop form of the coupling is assumed. It stands for the part of the spin–spin interaction that exchanges polarization in the frame of the spin-lock fields. The model is an isolated pair with constant fields and constant coupling; relaxation, sample spinning and further spins are absent. Within those limits, the formula describes the coherent oscillation in cross polarization and gives a reference value for spin-dynamics code.

### How Lean gets there

**Passing from generators to propagators.** `prop_intertwine` shows that $AV=VB$ implies $e^{-iAt}V=Ve^{-iBt}$, even for a rectangular $V$. An induction carries the relation to all powers. Multiplying the exponential series, supplied by `exp_hasSum`, by $V$ on the right or on the left then gives two series with equal terms, and hence equal sums.

**The closed form of $U$.** `prop_ham` first checks $h^2=W^2/4$ entry by entry. It then applies `prop_intertwine` with $V=W/2\pm h$, which is $W P_\pm$, and with the number $\pm W/2$ as the second Hamiltonian. `prop_scalar` turns that number into a phase factor, so that

$$U\left(\tfrac W2\pm h\right)=e^{\mp iWt/2}\left(\tfrac W2\pm h\right).$$

Adding the two equations, which is the step `linear_combination (norm := module) hp + hm`, gives $WU=W\cos(Wt/2)-2i\sin(Wt/2)\,h$. Division by $W$ finishes the lemma.

**Back to two spins.** The matrix `zq` sends the two basis vectors of the effective system to $\alpha\beta$ and $\beta\alpha$. `twoSpin_zq` is the invariance computed at the start, written as $H\,V=V\,h$ with $V$ equal to `zq`, and it is verified for every entry. In `transfer_probability`, `prop_intertwine` lifts this relation to the propagators. One entry of the result identifies the two-spin amplitude with $U_{10}$, and `prop_ham` supplies its value.

**The equivalence.** `complete_inversion_iff` starts from $U(t)U(-t)=1$. In the forward direction, `hU` is the relation $U\sigma_z=-\sigma_zU$, `h0` is $U_{00}=0$, and `hc` and `hs` are its real and imaginary parts. In the other direction the proof supplies the time $\pi/W$; there `hcos` removes the cosine term and `ha` states that $h$ anticommutes with $\sigma_z$ at match.

### Keeping the double-quantum part of the coupling

The coupling could also have been modelled as $\tfrac d2\,\sigma_x\otimes\sigma_x$, without reducing it to its flip-flop part. This term still exchanges $\alpha\beta$ and $\beta\alpha$ with amplitude $d/2$, so the effective Hamiltonian $h$ and the transfer probability would be the same. The difference lies in the other two states: $\alpha\alpha$ and $\beta\beta$ would now mix, with $\omega_1+\omega_2$ in the role of the mismatch, and the total $z$ polarization would no longer be conserved when $d\neq0$.
